# No J = 0 photon: a rotation-covariant transverse vector amplitude vanishes in every direction

Can a single free photon have total angular momentum zero? To put the question formally, one must choose what $J=0$ means for the photon's amplitude. At a fixed wavenumber, the amplitude assigns a complex vector $F(k)\in\mathbb C^3$ to each propagation direction $k$, where $k$ is a unit vector and not the full wavevector. A rotation $R$ acts on the direction and on the polarisation together and turns $F$ into the amplitude $k\mapsto R\,F(R^{-1}k)$. The choice made here is to express $J=0$ through these finite rotations, and not through angular momentum operators: a $J=0$ amplitude is unchanged by all of them. Replacing $k$ by $Rk$ gives the condition

$$F(Rk)=R\,F(k)\qquad\text{for every proper rotation } R .$$

It is imposed at every direction, and $F$ need not be continuous. The result is that such an $F$ has the form $F(k)=c\,k$ with one complex constant $c$. The free radiation field is also transverse, $k\cdot F(k)=0$, because its divergence vanishes, and the two conditions together force $F=0$ on the whole sphere.

One step to the physical photon remains. A quantum state is a square-integrable amplitude, fixed only up to sets of directions of measure zero, whereas here the conditions hold at each point. Averaging $R\,F(R^{-1}k)$ over all rotations $R$ closes this gap: it turns an amplitude that obeys the conditions almost everywhere into one that obeys them everywhere and differs from the first only on a set of measure zero. That step is not formalised here.

## Directions, rotations and amplitudes

```lean
import Mathlib

open Matrix

namespace NoScalarPhoton

noncomputable section
```

In what follows, a real three-vector has the type `Fin 3 → ℝ`: a function that gives a real number for each of the indices 0, 1, 2. Its components are therefore written $k_0,k_1,k_2$. The symbol `⬝ᵥ` is the dot product, `*ᵥ` is a matrix acting on a vector, and `ᵀ` is the transpose.

```lean
/-- A proper rotation of three-dimensional space: a real orthogonal matrix of determinant one. -/
def IsRotation (R : Matrix (Fin 3) (Fin 3) ℝ) : Prop :=
  R * Rᵀ = 1 ∧ R.det = 1
```

A definition ending in `Prop` introduces a statement that may be true or false of its argument. This one says that the real $3\times3$ matrix $R$ satisfies $RR^{T}=1$ and $\det R=1$. Reflections and the inversion have determinant $-1$ and are excluded.

```lean
/-- A real vector regarded as a complex vector. -/
def cvec (k : Fin 3 → ℝ) : Fin 3 → ℂ := fun i => (k i : ℂ)
```

Directions are real and amplitudes are complex, and Lean keeps the two types apart. The function `cvec` takes $k$ to the same vector with its components read as complex numbers. In ordinary notation both are written $k$.

```lean
/-- A `J = 0` vector amplitude: on unit vectors `k` it obeys `F(Rk) = R F(k)` for every
proper rotation `R`. -/
def IsScalarAmplitude (F : (Fin 3 → ℝ) → (Fin 3 → ℂ)) : Prop :=
  ∀ R, IsRotation R → ∀ k, k ⬝ᵥ k = 1 → F (R *ᵥ k) = R.map Complex.ofReal *ᵥ F k
```

This is the $J=0$ condition. Read aloud: for every $R$, if $R$ is a proper rotation, then for every $k$ with $k\cdot k=1$, $F(Rk)=R\,F(k)$. The expression `R.map Complex.ofReal` is the matrix $R$ with its real entries read as complex numbers, so that it can act on $F(k)$.

Formally $F$ is defined on all of $\mathbb R^3$, but it is constrained only on the unit sphere. The word "scalar" in the name means $J=0$. It does not mean that $F$ has a single component, nor does it refer to the timelike "scalar photons" of covariant gauges.

```lean
/-- A transverse amplitude: `k · F(k) = 0` for every unit vector `k`. -/
def IsTransverse (F : (Fin 3 → ℝ) → (Fin 3 → ℂ)) : Prop :=
  ∀ k, k ⬝ᵥ k = 1 → cvec k ⬝ᵥ F k = 0
```

Transversality is $k\cdot F(k)=\sum_i k_iF_i(k)=0$ for every unit vector $k$. The product `⬝ᵥ` involves no complex conjugation. Since $k$ is real, it nevertheless agrees with the Hermitian product of $k$ with $F(k)$.

## Half turns are enough

```lean
/-- The rotation by 180 degrees about the axis `n`, for nonzero `n`. -/
def halfTurn (n : Fin 3 → ℝ) : Matrix (Fin 3) (Fin 3) ℝ :=
  (2 / (n ⬝ᵥ n)) • vecMulVec n n - 1
```

The only rotations that the argument needs are those by 180 degrees. About an axis $n\neq0$, of any length, such a rotation is

$$H_n=\frac{2}{n\cdot n}\,nn^{T}-1 .$$

The matrix $nn^T$, with entries $n_in_j$, is `vecMulVec n n`. For $n=0$ Lean sets $2/0=0$, and the formula gives the inversion $-1$, which is not a proper rotation; the next theorem therefore assumes a nonzero axis.

```lean
/-- The half turn about a nonzero axis is a proper rotation. -/
theorem halfTurn_isRotation (n : Fin 3 → ℝ) (hn : n ⬝ᵥ n ≠ 0) :
    IsRotation (halfTurn n) := by
  have ht : 2 / (n ⬝ᵥ n) * (n ⬝ᵥ n) = 2 := div_mul_cancel₀ _ hn
  have hP : vecMulVec n n * vecMulVec n n = (n ⬝ᵥ n) • vecMulVec n n := by
    ext i j
    simp only [Matrix.mul_apply, vecMulVec_apply, Matrix.smul_apply, smul_eq_mul,
      dotProduct, Fin.sum_univ_three]
    ring
  have hT : (vecMulVec n n)ᵀ = vecMulVec n n := by
    ext i j
    simp only [transpose_apply, vecMulVec_apply]
    ring
  unfold IsRotation halfTurn
  generalize 2 / (n ⬝ᵥ n) = t at ht ⊢
  constructor
  · -- the half turn is symmetric and squares to one
    rw [transpose_sub, transpose_smul, transpose_one, hT]
    simp only [sub_mul, mul_sub, Matrix.smul_mul, Matrix.mul_smul, hP, mul_one, one_mul]
    linear_combination (norm := module) (t * ht) • vecMulVec n n
  · simp only [dotProduct, Fin.sum_univ_three] at ht
    simp only [det_fin_three, Matrix.sub_apply, Matrix.smul_apply, vecMulVec_apply,
      smul_eq_mul, Matrix.one_apply, Fin.isValue, Fin.reduceEq, ↓reduceIte]
    linear_combination ht
```

The hypothesis `hn` says $n\cdot n\neq0$, and the conclusion is that $H_n$ is a proper rotation. By hand, write $P=nn^T$ and $t=2/(n\cdot n)$, so that $t\,(n\cdot n)=2$. Then $P^T=P$ and $P^2=(n\cdot n)P$, and therefore

$$H_nH_n^T=(tP-1)^2=t^2(n\cdot n)P-2tP+1=t\,[\,t(n\cdot n)-2\,]\,P+1=1 .$$

For the determinant, $H_n$ has the eigenvalue $t(n\cdot n)-1=1$ along $n$ and $-1$ twice in the perpendicular plane. The product is $1$.

In the proof, `ht`, `hP` and `hT` are the three facts about $t$ and $P$. The step `generalize` then forgets the fraction and keeps only $t(n\cdot n)=2$. The tactic `linear_combination` is told which multiple of a known equation yields the goal, and checks the remaining algebra. For orthogonality this is `ht` multiplied by $tP$, as in the bracket above. For the determinant Lean does not use eigenvalues: it expands the $3\times3$ determinant, which comes to $t(n\cdot n)-1$, and applies `ht` once.

```lean
/-- The half turn about `n` sends `k` to twice its projection on `n`, minus `k`. -/
theorem halfTurn_mulVec (n k : Fin 3 → ℝ) :
    halfTurn n *ᵥ k = (2 * (n ⬝ᵥ k) / (n ⬝ᵥ n)) • n - k := by
  unfold halfTurn
  generalize n ⬝ᵥ n = s
  ext i
  fin_cases i <;>
    simp [mulVec, dotProduct, Fin.sum_univ_three, vecMulVec_apply, Matrix.one_apply] <;> ring
```

This gives the action on a vector. Since $nn^Tk=(n\cdot k)\,n$,

$$H_nk=\frac{2(n\cdot k)}{n\cdot n}\,n-k .$$

The component of $k$ along $n$ is kept and the perpendicular part is reversed. The proof compares the two sides for each of the three components (`fin_cases i`) and leaves the algebra to `simp` and `ring`.

```lean
/-- Any unit vector can be carried to any other by a proper rotation. -/
theorem exists_rotation (k l : Fin 3 → ℝ) (hk : k ⬝ᵥ k = 1) (hl : l ⬝ᵥ l = 1) :
    ∃ R, IsRotation R ∧ R *ᵥ k = l := by
  by_cases h : (k + l) ⬝ᵥ (k + l) = 0
  · -- opposite directions: turn about a perpendicular axis
    have hlk : l = -k := eq_neg_of_add_eq_zero_right (dotProduct_self_eq_zero.1 h)
    obtain ⟨n, hn, hnk⟩ : ∃ n : Fin 3 → ℝ, n ⬝ᵥ n ≠ 0 ∧ n ⬝ᵥ k = 0 := by
      by_cases h0 : k 0 * k 0 + k 1 * k 1 = 0
      · have hk0 : k 0 = 0 := mul_self_eq_zero.1
          (by linarith [mul_self_nonneg (k 0), mul_self_nonneg (k 1)])
        exact ⟨![1, 0, 0], by simp [dotProduct, Fin.sum_univ_three],
          by simp [dotProduct, Fin.sum_univ_three, hk0]⟩
      · refine ⟨![-k 1, k 0, 0], fun h1 => h0 ?_, ?_⟩
        · simp only [dotProduct, Fin.sum_univ_three, Matrix.cons_val] at h1
          linear_combination h1
        · simp only [dotProduct, Fin.sum_univ_three, Matrix.cons_val]
          ring
    refine ⟨halfTurn n, halfTurn_isRotation n hn, ?_⟩
    rw [halfTurn_mulVec, hnk, hlk]
    simp
  · -- otherwise: turn about the bisector
    have e : 2 * ((k + l) ⬝ᵥ k) = (k + l) ⬝ᵥ (k + l) := by
      have hc := dotProduct_comm l k
      simp only [add_dotProduct, dotProduct_add]
      linear_combination hk - hl + hc
    refine ⟨halfTurn (k + l), halfTurn_isRotation _ h, ?_⟩
    rw [halfTurn_mulVec, e, div_self h, one_smul, add_sub_cancel_left]
```

For any two unit vectors $k$ and $l$ there is a proper rotation with $Rk=l$. The proof by hand has two cases.

If $k+l\neq0$, turn about the bisector $n=k+l$. Because both vectors have unit length,

$$2\,(k+l)\cdot k=2+2\,k\cdot l=(k+l)\cdot(k+l),$$

so the fraction in the previous formula equals one, and $H_nk=(k+l)-k=l$.

If $l=-k$, turn about any nonzero $n$ perpendicular to $k$. Then $n\cdot k=0$ and $H_nk=-k=l$. An explicit axis is $n=(-k_1,k_0,0)$, whose squared length is $k_0^2+k_1^2$. If that is zero, then $k_0=0$ and $n=(1,0,0)$ serves.

Lean separates the cases with `by_cases`, testing whether $(k+l)\cdot(k+l)$ vanishes, which for real vectors is the same as $k+l=0$. The opposite case comes first in the code. In the other case, `e` is the displayed identity.

## A J = 0 amplitude points along k

```lean
/-- A `J = 0` amplitude is longitudinal: at each unit vector `k` it equals its own
projection on `k`. -/
theorem longitudinal {F : (Fin 3 → ℝ) → (Fin 3 → ℂ)} (hF : IsScalarAmplitude F)
    (k : Fin 3 → ℝ) (hk : k ⬝ᵥ k = 1) : F k = (cvec k ⬝ᵥ F k) • cvec k := by
  have hfix : halfTurn k *ᵥ k = k := by
    rw [halfTurn_mulVec, hk]
    ext i
    simp only [Pi.sub_apply, Pi.smul_apply, smul_eq_mul]
    ring
  have hact : ∀ v : Fin 3 → ℂ, (halfTurn k).map Complex.ofReal *ᵥ v
      = (2 * (cvec k ⬝ᵥ v)) • cvec k - v := by
    intro v
    rw [halfTurn, hk]
    ext i
    fin_cases i <;>
      simp [mulVec, dotProduct, Fin.sum_univ_three, vecMulVec_apply, Matrix.one_apply,
        cvec] <;> ring
  -- the half turn about `k` fixes `k`, hence it must fix `F k`
  have h := hF (halfTurn k) (halfTurn_isRotation k (by rw [hk]; exact one_ne_zero)) k hk
  rw [hfix, hact] at h
  ext i
  have hi := congrFun h i
  simp only [Pi.sub_apply, Pi.smul_apply, smul_eq_mul] at hi ⊢
  linear_combination hi / 2
```

The hypothesis `hF` says that $F$ is a $J=0$ amplitude, and `hk` says that $k$ is a unit vector. The conclusion is $F(k)=(k\cdot F(k))\,k$: the amplitude is purely longitudinal.

By hand, take the half turn about $k$ itself. It leaves $k$ where it is, since $H_kk=2k-k=k$. Covariance therefore gives

$$F(k)=F(H_kk)=H_kF(k)=2\,(k\cdot F(k))\,k-F(k).$$

Adding $F(k)$ to both sides and dividing by two gives the claim. In physical terms, the half turn reverses every vector transverse to $k$, so a vector that it leaves unchanged has no transverse part.

In the code, `hfix` is $H_kk=k$, and `hact` is the action of $H_k$ on a complex vector, computed afresh because the earlier formula was for real ones. The line beginning `have h := hF` applies covariance to this half turn. The final `linear_combination hi / 2` is the division by two, done for each component.

```lean
/-- A vector amplitude on the unit sphere has `J = 0` exactly when it is `F(k) = c k` with
one complex constant `c` for all directions. -/
theorem isScalarAmplitude_iff (F : (Fin 3 → ℝ) → (Fin 3 → ℂ)) :
    IsScalarAmplitude F ↔ ∃ c : ℂ, ∀ k, k ⬝ᵥ k = 1 → F k = c • cvec k := by
  have hcv : ∀ (R : Matrix (Fin 3) (Fin 3) ℝ) (k : Fin 3 → ℝ),
      R.map Complex.ofReal *ᵥ cvec k = cvec (R *ᵥ k) := by
    intro R k
    ext i
    simp [mulVec, dotProduct, cvec]
  constructor
  · intro hF
    have h0 : (![1, 0, 0] : Fin 3 → ℝ) ⬝ᵥ ![1, 0, 0] = 1 := by
      simp [dotProduct, Fin.sum_univ_three]
    refine ⟨cvec ![1, 0, 0] ⬝ᵥ F ![1, 0, 0], fun l hl => ?_⟩
    -- rotate the reference direction into `l`; the coefficient is carried along
    obtain ⟨R, hR, hRl⟩ := exists_rotation _ l h0 hl
    have h := hF R hR _ h0
    rw [longitudinal hF _ h0, mulVec_smul, hcv, hRl] at h
    exact h
  · rintro ⟨c, hc⟩ R hR k hk
    have hRk : (R *ᵥ k) ⬝ᵥ (R *ᵥ k) = 1 := by
      rw [Matrix.dotProduct_mulVec, ← mulVec_transpose, mulVec_mulVec,
        mul_eq_one_comm.1 hR.1, one_mulVec, hk]
    rw [hc _ hRk, hc k hk, mulVec_smul, hcv]
```

This is the full classification. The symbol `↔` means "if and only if": $F$ is a $J=0$ amplitude exactly when there is a complex number $c$ such that $F(k)=c\,k$ for all unit vectors $k$. The order of the quantifiers matters: `∃ c` stands before `∀ k`, so the same $c$ serves every direction. Away from the unit sphere nothing is said about $F$.

From left to right, choose the reference direction $e=(1,0,0)$ and set $c=e\cdot F(e)$. The previous theorem gives $F(e)=c\,e$. For any unit vector $l$ there is a rotation with $Re=l$, and so

$$F(l)=F(Re)=R\,F(e)=c\,Re=c\,l .$$

From right to left, suppose that $F(k)=c\,k$ on the sphere. A rotation preserves length, $(Rk)\cdot(Rk)=k\cdot R^TRk=1$, so the formula also applies at $Rk$, and $F(Rk)=c\,Rk=R\,(c\,k)=R\,F(k)$.

The auxiliary fact `hcv` says that rotating a real vector and then reading it as complex gives the same result as the opposite order. After `constructor`, the two directions follow the two calculations. In the second, `mul_eq_one_comm` turns the defining $RR^T=1$ into the $R^TR=1$ needed for the length.

```lean
/-- The radial field `F(k) = k` is a `J = 0` amplitude. -/
theorem isScalarAmplitude_witness : IsScalarAmplitude cvec :=
  (isScalarAmplitude_iff cvec).2 ⟨1, fun k _ => (one_smul ℂ (cvec k)).symm⟩
```

The radial field $F(k)=k$ is a $J=0$ amplitude, by the classification with $c=1$. Covariance alone therefore does not force the amplitude to vanish. This field has $k\cdot F(k)=1$, so it is as far from transverse as a vector field can be.

```lean
/-- A `J = 0` vector amplitude changes sign when the direction is inverted. -/
theorem odd_under_inversion {F : (Fin 3 → ℝ) → (Fin 3 → ℂ)} (hF : IsScalarAmplitude F)
    (k : Fin 3 → ℝ) (hk : k ⬝ᵥ k = 1) : F (-k) = -F k := by
  obtain ⟨c, hc⟩ := (isScalarAmplitude_iff F).1 hF
  rw [hc (-k) (by simpa using hk), hc k hk]
  ext i
  simp [cvec]
```

Reversing the direction reverses the amplitude: $F(-k)=c\,(-k)=-F(k)$. The inversion is not a proper rotation, and the definition of a $J=0$ amplitude imposes nothing on it directly. The sign follows from the classification, which the proof applies at both $k$ and $-k$, the latter being a unit vector as well. It is not the parity of the amplitude. For a polar vector such as the electric field, spatial inversion also reverses the vector itself and turns $F$ into $k\mapsto -F(-k)$, which is $F$ again: the parity is even.

## Transversality leaves nothing

```lean
/-- There is no `J = 0` photon: a transverse `J = 0` vector amplitude vanishes at every
unit vector. -/
theorem no_scalar_photon {F : (Fin 3 → ℝ) → (Fin 3 → ℂ)} (hF : IsScalarAmplitude F)
    (hT : IsTransverse F) (k : Fin 3 → ℝ) (hk : k ⬝ᵥ k = 1) : F k = 0 := by
  rw [longitudinal hF k hk, hT k hk, zero_smul]

end

end NoScalarPhoton
```

The theorem takes a $J=0$ amplitude (`hF`) that is transverse (`hT`) and concludes that $F(k)=0$ at every unit vector $k$. By hand it is one line:

$$F(k)=(k\cdot F(k))\,k=0\cdot k=0 .$$

The three rewriting steps in the proof are these equalities in order. Only the longitudinal property is needed here, not the fact that $c$ is the same in all directions.

For a single free photon, the multipole expansion accordingly has no $J=0$ term and begins with the dipole, $J=1$. Combined with conservation of angular momentum, this forbids an isolated atom or molecule from passing between two levels of total angular momentum zero, nuclear spin included, by emitting or absorbing one photon.

```lean
#print axioms NoScalarPhoton.odd_under_inversion
#print axioms NoScalarPhoton.no_scalar_photon
```

```
'NoScalarPhoton.odd_under_inversion' depends on axioms: [propext, Classical.choice, Quot.sound]
'NoScalarPhoton.no_scalar_photon' depends on axioms: [propext, Classical.choice, Quot.sound]
```
